# In a one-particle model, an attraction U on an orbital lowers its spectral mean by U, keeps the variance s² and raises the third central moment by U s²

I describe the spectrum seen from a normalised local orbital w by lines at all eigenvalues ε_k of a one-particle Hamiltonian H, with intensities |⟨φ_k, w⟩|². The core hole is an attraction on that orbital, H' = H − U|w⟩⟨w|. I expected it to pull the intensity together at low energy and make the spectrum narrower. But for two sites at energy zero with hopping t, the standard deviation seen from one site is |t| for every U I try. Is my code wrong, and if the width doesn't respond, what does?

## The width stays and the high-energy tail reaches further from the mean

Your code is right. For large U, most of the intensity does collect in one low line, but a small remainder is left about U above it. Its weight is roughly t²/U² and its squared distance roughly U², so it still contributes about t² to the variance. The cubed distance makes it visible in the third central moment, which goes from 0 to U t² in your model.

The general argument needs H Hermitian on a finite-dimensional space, ‖w‖ = 1 and U real. Let φ_k be an orthonormal eigenbasis of H. The p-th moment about a real energy c is

M_p(c) = Σ_k |⟨φ_k, w⟩|² (ε_k − c)^p.

Since H − c is Hermitian, it can act on φ_k instead of w, which gives

⟨φ_k, (H − c)^p w⟩ = (ε_k − c)^p ⟨φ_k, w⟩.

Inserting the complete set of eigenstates then yields

M_p(c) = ⟨w, (H − c)^p w⟩.

The same holds for H' with its own eigenstates. The mean is therefore μ = ⟨w, Hw⟩, and with the core hole it becomes

μ' = ⟨w, Hw⟩ − U⟨w, w⟩⟨w, w⟩ = μ − U.

Now measure each Hamiltonian from its own mean, A = H − μ and A' = H' − μ'. Subtracting one from the other leaves

A' = A + U(1 − |w⟩⟨w|).

Relative to the mean, the attraction on w is thus a repulsion on everything orthogonal to w. Put v = Aw. Then ⟨w, v⟩ = ⟨w, Hw⟩ − μ = 0, so

A'w = v,

A'v = Av + Uv.

Moving one factor of A to the left, the variance and the third central moment are

s² = ⟨w, A²w⟩ = ⟨v, v⟩,

μ₃ = ⟨w, A³w⟩ = ⟨v, Av⟩.

With the core hole they become

s'² = ⟨v, v⟩ = s²,

μ₃' = ⟨v, Av + Uv⟩ = μ₃ + U s².

The fourth central moment is μ₄ = ⟨Av, Av⟩. Because ⟨v, Av⟩ is real,

μ₄' = ⟨Av + Uv, Av + Uv⟩ = μ₄ + 2U μ₃ + U² s².

For U > 0, the third moment rises strictly exactly when s² = ‖v‖² is positive, that is, when w is not an eigenvector of H with eigenvalue μ.

## Line spectra and the core hole in Lean

The following file states and proves these relations.

```lean
import Mathlib

open scoped InnerProductSpace

namespace CoreHoleSpectralMoments

noncomputable section

variable {E : Type*} [NormedAddCommGroup E] [InnerProductSpace ℂ E]

/-- The core-hole Hamiltonian `H - U |w⟩⟨w|`: an attraction `U` acting on the orbital `w`. -/
def coreHole (H : Module.End ℂ E) (w : E) (U : ℝ) : Module.End ℂ E where
  toFun x := H x - ((U : ℂ) * ⟪w, x⟫_ℂ) • w
  map_add' x y := by
    simp only [map_add, inner_add_right]
    module
  map_smul' a x := by
    simp only [map_smul, inner_smul_right, RingHom.id_apply]
    module

/-- The operator `H - c`, the energy measured from the reference `c`. -/
def deviation (H : Module.End ℂ E) (c : ℝ) : Module.End ℂ E := H - (c : ℂ) • 1

/-- The core-hole Hamiltonian of a Hermitian `H` is Hermitian. -/
theorem coreHole_isSymmetric {H : Module.End ℂ E} (hH : LinearMap.IsSymmetric H)
    (w : E) (U : ℝ) : LinearMap.IsSymmetric (coreHole H w U) := by
  intro x y
  have hC : ∀ z, coreHole H w U z = H z - ((U : ℂ) * ⟪w, z⟫_ℂ) • w := fun _ => rfl
  have h : ⟪H x, y⟫_ℂ = ⟪x, H y⟫_ℂ := hH x y
  simp only [hC, inner_sub_left, inner_sub_right, inner_smul_left, inner_smul_right,
    map_mul, Complex.conj_ofReal, inner_conj_symm, h]
  ring

/-- For Hermitian `H` and real `c`, the operator `H - c` can be moved across the inner product. -/
theorem deviation_symm {H : Module.End ℂ E} (hH : LinearMap.IsSymmetric H) (c : ℝ) (x y : E) :
    ⟪deviation H c x, y⟫_ℂ = ⟪x, deviation H c y⟫_ℂ := by
  have hD : ∀ z, deviation H c z = H z - (c : ℂ) • z := fun _ => rfl
  have h : ⟪H x, y⟫_ℂ = ⟪x, H y⟫_ℂ := hH x y
  simp only [hD, inner_sub_left, inner_sub_right, inner_smul_left, inner_smul_right,
    Complex.conj_ofReal, h]

variable [FiniteDimensional ℂ E]

/-- The `p`-th moment about `c` of the spectrum of `H` seen from `w`: a sum over eigenstates,
each weighted by its squared overlap with `w`. -/
def moment {H : Module.End ℂ E} (hH : LinearMap.IsSymmetric H) (w : E) (c : ℝ) (p : ℕ) : ℝ :=
  ∑ k : Fin (Module.finrank ℂ E),
    ‖⟪hH.eigenvectorBasis rfl k, w⟫_ℂ‖ ^ 2 * (hH.eigenvalues rfl k - c) ^ p

/-- The mean energy of the spectrum seen from a unit vector `w`. -/
def mean {H : Module.End ℂ E} (hH : LinearMap.IsSymmetric H) (w : E) : ℝ := moment hH w 0 1

/-- The `p`-th central moment of the spectrum seen from a unit vector `w`;
`p = 2` is the variance. -/
def central {H : Module.End ℂ E} (hH : LinearMap.IsSymmetric H) (w : E) (p : ℕ) : ℝ :=
  moment hH w (mean hH w) p

/-- For Hermitian `H`, the `p`-th spectral moment about `c` is the inner product `⟨w, (H - c)^p w⟩`,
which is an expectation value when `w` is a unit vector. -/
theorem moment_eq_inner {H : Module.End ℂ E} (hH : LinearMap.IsSymmetric H)
    (w : E) (c : ℝ) (p : ℕ) :
    ((moment hH w c p : ℝ) : ℂ) = ⟪w, (deviation H c ^ p) w⟫_ℂ := by
  -- on each eigenstate, `H - c` acts as a number
  have key : ∀ (k : Fin (Module.finrank ℂ E)) (q : ℕ),
      ⟪hH.eigenvectorBasis rfl k, (deviation H c ^ q) w⟫_ℂ
        = ((hH.eigenvalues rfl k : ℂ) - c) ^ q * ⟪hH.eigenvectorBasis rfl k, w⟫_ℂ := by
    intro k q
    have he : H (hH.eigenvectorBasis rfl k)
        = ((hH.eigenvalues rfl k : ℝ) : ℂ) • hH.eigenvectorBasis rfl k :=
      hH.apply_eigenvectorBasis rfl k
    have hD : ∀ z, deviation H c z = H z - (c : ℂ) • z := fun _ => rfl
    induction q with
    | zero => simp
    | succ q ih =>
      rw [pow_succ', Module.End.mul_apply, ← deviation_symm hH, hD, he, inner_sub_left,
        inner_smul_left, inner_smul_left, Complex.conj_ofReal, Complex.conj_ofReal, ih]
      ring
  -- insert the complete set of eigenstates
  rw [← (hH.eigenvectorBasis rfl).sum_inner_mul_inner w ((deviation H c ^ p) w), moment,
    Complex.ofReal_sum]
  refine Finset.sum_congr rfl fun k _ => ?_
  rw [key, ← inner_conj_symm w (hH.eigenvectorBasis rfl k)]
  have hz := Complex.conj_mul' ⟪hH.eigenvectorBasis rfl k, w⟫_ℂ
  push_cast
  linear_combination (-((hH.eigenvalues rfl k : ℂ) - c) ^ p) * hz

/-- For Hermitian `H`, `mean` is the inner product `⟨w, H w⟩`, which is the expectation value of `H`
when `w` is a unit vector. -/
theorem mean_eq_inner {H : Module.End ℂ E} (hH : LinearMap.IsSymmetric H) (w : E) :
    ((mean hH w : ℝ) : ℂ) = ⟪w, H w⟫_ℂ := by
  have hD : deviation H 0 w = H w - ((0 : ℝ) : ℂ) • w := rfl
  rw [mean, moment_eq_inner, pow_one, hD, Complex.ofReal_zero, zero_smul, sub_zero]

/-- For Hermitian `H`, let `A` be `H` minus its spectral mean and `v = A w`. The second, third and
fourth central moments are `⟨v, v⟩`, `⟨v, A v⟩` and `⟨A v, A v⟩`. -/
theorem central_eq_inner {H : Module.End ℂ E} (hH : LinearMap.IsSymmetric H) (w : E) :
    let A := deviation H (mean hH w)
    ((central hH w 2 : ℝ) : ℂ) = ⟪A w, A w⟫_ℂ ∧
    ((central hH w 3 : ℝ) : ℂ) = ⟪A w, A (A w)⟫_ℂ ∧
    ((central hH w 4 : ℝ) : ℂ) = ⟪A (A w), A (A w)⟫_ℂ := by
  intro A
  have s : ∀ x y, ⟪A x, y⟫_ℂ = ⟪x, A y⟫_ℂ := deviation_symm hH (mean hH w)
  have m : ∀ p, ((central hH w p : ℝ) : ℂ) = ⟪w, (A ^ p) w⟫_ℂ :=
    moment_eq_inner hH w (mean hH w)
  refine ⟨?_, ?_, ?_⟩ <;>
    simp only [m, pow_succ, pow_zero, one_mul, Module.End.mul_apply, s]

/-- For Hermitian `H` and a unit vector `w`, let `A` and `A'` be the Hamiltonians without and with
the core hole, each minus its own mean. Then `A' w = A w` and `A' (A w) = A (A w) + U A w`,
and the mean with the core hole is the old mean minus `U`. -/
theorem deviation_coreHole {H : Module.End ℂ E} (hH : LinearMap.IsSymmetric H)
    {w : E} (hw : ‖w‖ = 1) (U : ℝ) :
    let A := deviation H (mean hH w)
    let A' := deviation (coreHole H w U) (mean (coreHole_isSymmetric hH w U) w)
    mean (coreHole_isSymmetric hH w U) w = mean hH w - U ∧
    A' w = A w ∧ A' (A w) = A (A w) + (U : ℂ) • A w := by
  intro A A'
  have hww : ⟪w, w⟫_ℂ = 1 := by
    rw [inner_self_eq_norm_sq_to_K, hw]
    simp
  have hC : ∀ z, coreHole H w U z = H z - ((U : ℂ) * ⟪w, z⟫_ℂ) • w := fun _ => rfl
  have hm : mean (coreHole_isSymmetric hH w U) w = mean hH w - U := by
    apply Complex.ofReal_injective
    rw [mean_eq_inner, Complex.ofReal_sub, mean_eq_inner, hC, inner_sub_right,
      inner_smul_right, hww]
    ring
  have hA : ∀ z, A z = H z - (mean hH w : ℂ) • z := fun _ => rfl
  have hA' : ∀ z, A' z = coreHole H w U z - ((mean hH w : ℂ) - U) • z := by
    intro z
    rw [← Complex.ofReal_sub, ← hm]
    rfl
  -- the fluctuation `A w` is orthogonal to `w`, so the core hole does not act on it
  have ho : ⟪w, A w⟫_ℂ = 0 := by
    rw [hA, inner_sub_right, inner_smul_right, hww, mean_eq_inner]
    ring
  refine ⟨hm, ?_, ?_⟩
  · rw [hA', hA, hC, hww]
    module
  · rw [hA', hC, ho, hA (A w)]
    module

/-- For Hermitian `H`, a unit vector `w` and real `U`, the core-hole term `-U |w⟩⟨w|` lowers the
spectral mean by `U`, keeps the variance, and raises the third central moment by `U` times
the variance. -/
theorem coreHole_moments {H : Module.End ℂ E} (hH : LinearMap.IsSymmetric H)
    {w : E} (hw : ‖w‖ = 1) (U : ℝ) :
    mean (coreHole_isSymmetric hH w U) w = mean hH w - U ∧
    central (coreHole_isSymmetric hH w U) w 2 = central hH w 2 ∧
    central (coreHole_isSymmetric hH w U) w 3 = central hH w 3 + U * central hH w 2 := by
  obtain ⟨a2, a3, -⟩ := central_eq_inner hH w
  obtain ⟨b2, b3, -⟩ := central_eq_inner (coreHole_isSymmetric hH w U) w
  obtain ⟨hm, d1, d2⟩ := deviation_coreHole hH hw U
  rw [d1] at b2
  rw [d1, d2] at b3
  refine ⟨hm, ?_, ?_⟩
  · apply Complex.ofReal_injective
    rw [b2, a2]
  · apply Complex.ofReal_injective
    rw [Complex.ofReal_add, Complex.ofReal_mul, b3, a3, a2, inner_add_right, inner_smul_right]

/-- For Hermitian `H`, a unit vector `w` and real `U`, the core hole changes the fourth central
moment by `2 U` times the third central moment plus `U²` times the variance. -/
theorem coreHole_fourth_moment {H : Module.End ℂ E} (hH : LinearMap.IsSymmetric H)
    {w : E} (hw : ‖w‖ = 1) (U : ℝ) :
    central (coreHole_isSymmetric hH w U) w 4
      = central hH w 4 + 2 * U * central hH w 3 + U ^ 2 * central hH w 2 := by
  obtain ⟨a2, a3, a4⟩ := central_eq_inner hH w
  obtain ⟨-, -, b4⟩ := central_eq_inner (coreHole_isSymmetric hH w U) w
  obtain ⟨-, d1, d2⟩ := deviation_coreHole hH hw U
  rw [d1, d2] at b4
  have hs := deviation_symm hH (mean hH w) (deviation H (mean hH w) w)
    (deviation H (mean hH w) w)
  apply Complex.ofReal_injective
  push_cast
  rw [b4, a4, a3, a2]
  simp only [inner_add_left, inner_add_right, inner_smul_left, inner_smul_right,
    Complex.conj_ofReal]
  linear_combination (U : ℂ) * hs

/-- For Hermitian `H`, a unit vector `w` and an attraction `U > 0`, the third central moment rises
strictly if and only if `w` is not an eigenvector of `H` at its mean energy. -/
theorem third_moment_rises_iff {H : Module.End ℂ E} (hH : LinearMap.IsSymmetric H)
    {w : E} (hw : ‖w‖ = 1) {U : ℝ} (hU : 0 < U) :
    central hH w 3 < central (coreHole_isSymmetric hH w U) w 3
      ↔ H w ≠ (mean hH w : ℂ) • w := by
  -- the variance is the squared norm of the fluctuation
  have h2 : central hH w 2 = ‖H w - (mean hH w : ℂ) • w‖ ^ 2 := by
    have h := congrArg Complex.re (central_eq_inner hH w).1
    rw [Complex.ofReal_re] at h
    exact h.trans (inner_self_eq_norm_sq (𝕜 := ℂ) _)
  rw [(coreHole_moments hH hw U).2.2, h2, ← sub_ne_zero, ← norm_pos_iff]
  constructor
  · intro h
    by_contra h0
    have hz : ‖H w - (mean hH w : ℂ) • w‖ = 0 := le_antisymm (not_lt.mp h0) (norm_nonneg _)
    rw [hz] at h
    norm_num at h
  · intro h
    have := mul_pos hU (pow_pos h 2)
    linarith

end

end CoreHoleSpectralMoments
```

```lean
#print axioms CoreHoleSpectralMoments.coreHole_moments
-- 'CoreHoleSpectralMoments.coreHole_moments' depends on axioms: [propext, Classical.choice, Quot.sound]
#print axioms CoreHoleSpectralMoments.coreHole_fourth_moment
-- 'CoreHoleSpectralMoments.coreHole_fourth_moment' depends on axioms: [propext, Classical.choice, Quot.sound]
#print axioms CoreHoleSpectralMoments.third_moment_rises_iff
-- 'CoreHoleSpectralMoments.third_moment_rises_iff' depends on axioms: [propext, Classical.choice, Quot.sound]
```

The space `E` is a finite-dimensional complex inner product space, and `LinearMap.IsSymmetric H` says that H is Hermitian. The inner product is conjugate-linear in its first argument. `coreHole H w U` is H', defined by its action on a vector, and `deviation H c` is H − c.

`moment` is the line sum M_p(c), built from the eigenvalues and eigenvectors of the operator it is given. The spectrum with the core hole therefore uses the eigenstates of H', while w stays the same. `mean` is the first moment about zero, and `central` takes moments about that mean, so each spectrum is measured from its own centre.

The main theorem, `coreHole_moments`, says in its three parts that the mean drops by U, the variance is unchanged and the third central moment grows by U times the variance. It holds for either sign of U; only `third_moment_rises_iff` assumes `0 < U`. The third moment is not divided by s³, so it is not the dimensionless skewness.

The term −U|w⟩⟨w| stands for a core-hole potential that acts on a single orbital, the one from which the spectrum is seen. A potential that also reaches other orbitals is a different model. The sum runs over all eigenstates, with no restriction to empty ones, and the basis is orthonormal, without a PAW overlap operator. Within this finite, non-interacting model, the relations can test a core-hole spectrum code: a variance that drifts with U by more than rounding error reveals a mistake, for example missing states, wrong intensities or wrong energies.

## From line sums to the shifted moments

`coreHole_isSymmetric` shows that H' is Hermitian, which is needed before its spectrum can be formed. `deviation_symm` moves H − c across the inner product.

`moment_eq_inner` turns the line sum into an expectation value. Its inner statement `key` is the action on φ_k, proved by induction on the power, and `sum_inner_mul_inner` inserts the complete set of eigenstates. `mean_eq_inner` is the case p = 1, c = 0. `central_eq_inner` writes the second, third and fourth central moments in terms of v = Aw by moving factors of A across the inner product.

`deviation_coreHole` contains the physical step. There `hm` is the shift of the mean and `ho` the orthogonality ⟨w, v⟩ = 0; the two actions of A' follow by collecting vector terms with `module`.

`coreHole_moments` substitutes these actions into the inner products for H'. The expectation values are complex numbers in Lean, so `Complex.ofReal_injective` brings the equalities back to real moments. `coreHole_fourth_moment` proceeds in the same way and uses `hs`, the symmetry ⟨Av, v⟩ = ⟨v, Av⟩, to combine the two cross terms. In `third_moment_rises_iff`, `h2` identifies the variance with ‖Hw − μw‖², which is positive exactly when Hw ≠ μw.
